# Closed form, frequency integral and bounds for the long-wavelength response of a non-interacting two-dimensional electron gas at imaginary frequency

An angular average over the Fermi circle looks harmless, but at low imaginary frequency an equally spaced grid can get it badly wrong. Let $v$ be the Fermi velocity, $q$ the wave number and $i\omega$ the imaginary frequency. The integrand

$$\frac{(vq\cos t)^2}{(vq\cos t)^2+\omega^2}$$

is close to 1 except in two dips at $\cos t=0$, whose width is of order $\omega/(vq)$. With $\omega/(vq)=10^{-3}$ and 100 equally spaced angles starting at $t=0$, two nodes fall exactly on the dips and the average comes out near 0.980. The correct value is 0.9990. A grid that misses the dips fails in the other direction and returns almost exactly 1.

Analytic integration has a trap of its own. The usual antiderivative contains $\arctan(a\tan t)$, which jumps at odd multiples of $\pi/2$. Evaluating it only at $0$ and $2\pi$ gives an average of 1 at every frequency.

## The response and its closed form

Write $c=vq$ and define

$$R(\omega)=\frac1{2\pi}\int_0^{2\pi}\frac{(c\cos t)^2}{(c\cos t)^2+\omega^2}\,dt .$$

For $v,q,\omega>0$,

$$R(\omega)=1-\frac{\omega}{\sqrt{\omega^2+c^2}},\qquad \int_0^\infty R(\omega)\,d\omega=c,$$

and

$$\frac{c^2}{2(\omega^2+c^2)}\le R(\omega)\le\frac{c^2}{2\omega^2}.$$

In the dimensionless variable $u=\omega/c$, the average of $\cos^2t/(\cos^2t+u^2)$ is $1-u/\sqrt{1+u^2}$, and the integral of this function over positive $u$ is 1.

The physics enters through the non-interacting response, in which the energy and occupation differences between states separated by the wave vector are expanded to first order in $q$ (with $\hbar=1$). A state on the Fermi circle whose velocity makes an angle $t$ with the wave vector contributes $x/(i\omega-x)$ per unit density of states, with $x=c\cos t$. The imaginary part is odd in $x$ and averages to zero. The real part is $-x^2/(x^2+\omega^2)$. Thus $R$ is the density response with its sign reversed, divided by the density of states at the Fermi energy.

## Checks on response routines and frequency grids

A code that evaluates the random-phase correlation energy along the imaginary frequency axis needs the non-interacting response on a frequency grid. For a two-dimensional gas at small $q$, with $\omega$ comparable to $vq$, the closed form gives a reference value for that routine, and it can replace the angular quadrature wherever the long-wavelength limit is adequate.

The integral tests the frequency grid separately: applied to the closed form, the nodes and weights should return $vq$. Running the test for several values of $q$ can reveal a fixed grid that works for one range of $vq$ and fails for another. At fixed $q$ the integrand of the random-phase correlation energy falls off faster at high frequency, as $\omega^{-4}$ instead of $\omega^{-2}$, so a grid built for that energy can fail this test and still be adequate.

At high frequency the closed form subtracts two numbers close to 1, and rounding can spoil its relative accuracy. With $s=\sqrt{\omega^2+c^2}$, the equal expression $c^2/(s(s+\omega))$ avoids the subtraction. The bounds involve no such cancellation either, so a computed value that lies outside them by a noticeable fraction of their size has lost its relative accuracy. Integrating the upper bound, a step that the file does not take, shows that a cutoff at frequency $\Omega>0$ discards at most $c^2/(2\Omega)$ of the integral.

## Derivation with a phase that does not jump

For $a>0$, let

$$\varphi_a(t)=t+\arctan\frac{N(t)}{D(t)},\qquad N=(a-1)\sin t\cos t,\quad D=\cos^2t+a\sin^2t .$$

The denominator $D$ is always positive, so $\varphi_a$ is smooth. Between $-\pi/2$ and $\pi/2$ it agrees with $\arctan(a\tan t)$, by the subtraction formula for the tangent.

To differentiate it, abbreviate $C=\cos^2t$ and $S=\sin^2t$, so that $C+S=1$. Then $N'=(a-1)(C-S)$ and $D'=2(a-1)\sin t\cos t$. Two combinations are needed:

$$N^2+D^2=(C+S)(C+a^2S)=C+a^2S,$$

$$N'D-ND'=(a-1)(C+S)(C-aS)=(a-1)(C-aS).$$

Therefore

$$\varphi_a'(t)=1+\frac{N'D-ND'}{N^2+D^2}=\frac{C+a^2S+(a-1)(C-aS)}{C+a^2S}=\frac{a}{\cos^2t+a^2\sin^2t}.$$

Now put $s=\sqrt{\omega^2+c^2}$ and $a=\omega/s$. Since $s^2C+\omega^2S=c^2C+\omega^2$,

$$a\,\varphi_a'(t)=\frac{\omega^2}{c^2\cos^2t+\omega^2},$$

and the integrand of $R$ is $1-a\varphi_a'(t)$. At $t=0$ and $t=2\pi$ the sine vanishes, so $\varphi_a(0)=0$ and $\varphi_a(2\pi)=2\pi$. The integral over one turn is $2\pi-2\pi a$, and division by $2\pi$ gives $R(\omega)=1-\omega/s$.

For the frequency integral, take $G(\omega)=\omega-\sqrt{\omega^2+c^2}$. Its derivative is $1-\omega/\sqrt{\omega^2+c^2}$, which is nonnegative for $\omega>0$, and $G(0)=-c$. For positive $\omega$,

$$\sqrt{\omega^2+c^2}\le\omega+\frac{c^2}{\omega},$$

because the square of the right side is $\omega^2+2c^2+c^4/\omega^2$. Hence $-c^2/\omega\le G(\omega)\le0$, and $G$ tends to zero at infinity. The integral is $0-(-c)=c$.

For the bounds, substitute $c^2=s^2-\omega^2$. The distances from $R$ to the lower and upper bounds are

$$R-\frac{c^2}{2s^2}=\frac{(s-\omega)^2}{2s^2},\qquad
\frac{c^2}{2\omega^2}-R=\frac{(s-\omega)^2(s+2\omega)}{2\omega^2s}.$$

Both are nonnegative.

## Lean source

```lean
import Mathlib

open Real Set Filter MeasureTheory
open scoped Topology

namespace FermiCircleResponse

noncomputable section

/-- Long-wavelength density response of a non-interacting two-dimensional electron gas at imaginary
frequency `iω`, with its sign reversed and per unit density of states, for Fermi velocity `v` and
wave number `q`: an average over the directions `t` on the Fermi circle. -/
def response (v q ω : ℝ) : ℝ :=
  1 / (2 * π) * ∫ t in (0 : ℝ)..2 * π, (v * q * cos t) ^ 2 / ((v * q * cos t) ^ 2 + ω ^ 2)

/-- For `a > 0`, a smooth version of the angle `arctan (a tan t)`, without jumps where `cos t = 0`.
-/
def phase (a t : ℝ) : ℝ :=
  t + arctan ((a - 1) * (sin t * cos t) / (cos t ^ 2 + a * sin t ^ 2))

/-- The quadratic form `cos² t + b sin² t` is positive for `b > 0`. -/
lemma cos_sq_add_pos {b : ℝ} (hb : 0 < b) (t : ℝ) : 0 < cos t ^ 2 + b * sin t ^ 2 := by
  have h1 := sin_sq_add_cos_sq t
  rcases eq_or_ne (sin t) 0 with h | h
  · rw [h] at h1 ⊢
    nlinarith
  · positivity

/-- For `a > 0` the derivative of `phase a` at `t` is `a / (cos² t + a² sin² t)`. -/
theorem hasDerivAt_phase {a : ℝ} (ha : 0 < a) (t : ℝ) :
    HasDerivAt (phase a) (a / (cos t ^ 2 + a ^ 2 * sin t ^ 2)) t := by
  have h1 := sin_sq_add_cos_sq t
  have hD := (cos_sq_add_pos ha t).ne'
  have hE := (cos_sq_add_pos (pow_pos ha 2) t).ne'
  have hN : HasDerivAt (fun x => (a - 1) * (sin x * cos x))
      ((a - 1) * (cos t * cos t + sin t * (-sin t))) t :=
    ((hasDerivAt_sin t).fun_mul (hasDerivAt_cos t)).const_mul (a - 1)
  have hD' : HasDerivAt (fun x => cos x ^ 2 + a * sin x ^ 2)
      (2 * (a - 1) * (sin t * cos t)) t := by
    have h := ((hasDerivAt_cos t).fun_mul (hasDerivAt_cos t)).fun_add
      (((hasDerivAt_sin t).fun_mul (hasDerivAt_sin t)).const_mul a)
    simp only [pow_two]
    exact h.congr_deriv (by ring)
  have h := (hasDerivAt_id' t).fun_add ((hN.fun_div hD' hD).arctan)
  -- the sum of squares of numerator and denominator collapses
  have key : 1 + ((a - 1) * (sin t * cos t) / (cos t ^ 2 + a * sin t ^ 2)) ^ 2
      = (cos t ^ 2 + a ^ 2 * sin t ^ 2) / (cos t ^ 2 + a * sin t ^ 2) ^ 2 := by
    field_simp
    linear_combination (cos t ^ 2 + a ^ 2 * sin t ^ 2) * h1
  refine h.congr_deriv ?_
  rw [key]
  field_simp
  linear_combination ((a - 1) * (cos t ^ 2 - a * sin t ^ 2) + a) * h1

/-- Closed form of the response at imaginary frequency, for positive `v`, `q` and `ω`: `1 - ω / √(ω²
+ (v q)²)`. -/
theorem response_eq {v q ω : ℝ} (hv : 0 < v) (hq : 0 < q) (hω : 0 < ω) :
    response v q ω = 1 - ω / √(ω ^ 2 + (v * q) ^ 2) := by
  have hss : √(ω ^ 2 + (v * q) ^ 2) ^ 2 = ω ^ 2 + (v * q) ^ 2 := Real.sq_sqrt (by positivity)
  have hs : 0 < √(ω ^ 2 + (v * q) ^ 2) := Real.sqrt_pos.mpr (by positivity)
  generalize √(ω ^ 2 + (v * q) ^ 2) = s at hss hs ⊢
  -- the integrand is the derivative of `t - (ω/s) phase t`
  have hder : ∀ t, HasDerivAt (fun x => x - ω / s * phase (ω / s) x)
      ((v * q * cos t) ^ 2 / ((v * q * cos t) ^ 2 + ω ^ 2)) t := by
    intro t
    have h1 := sin_sq_add_cos_sq t
    have hX : (v * q * cos t) ^ 2 + ω ^ 2 ≠ 0 := by positivity
    have h := (hasDerivAt_id' t).fun_sub
      ((hasDerivAt_phase (div_pos hω hs) t).const_mul (ω / s))
    have e : cos t ^ 2 + (ω / s) ^ 2 * sin t ^ 2
        = ((v * q * cos t) ^ 2 + ω ^ 2) / s ^ 2 := by
      field_simp
      linear_combination cos t ^ 2 * hss + ω ^ 2 * h1
    refine h.congr_deriv ?_
    rw [e]
    field_simp
    ring
  have hcont : Continuous
      (fun t => (v * q * cos t) ^ 2 / ((v * q * cos t) ^ 2 + ω ^ 2)) :=
    Continuous.div (by fun_prop) (by fun_prop) (fun t => by positivity)
  have p0 : phase (ω / s) 0 = 0 := by simp [phase]
  have p1 : phase (ω / s) (2 * π) = 2 * π := by simp [phase]
  have hpi := Real.pi_ne_zero
  unfold response
  rw [intervalIntegral.integral_eq_sub_of_hasDerivAt (fun t _ => hder t)
    (hcont.intervalIntegrable _ _), p0, p1]
  field_simp
  ring

/-- For `c > 0` the function `1 - ω / √(ω² + c²)` is integrable over positive `ω`, and its
integral is `c`. -/
theorem integral_closed_form {c : ℝ} (hc : 0 < c) :
    IntegrableOn (fun ω : ℝ => 1 - ω / √(ω ^ 2 + c ^ 2)) (Ioi 0) ∧
      ∫ ω in Ioi (0 : ℝ), (1 - ω / √(ω ^ 2 + c ^ 2)) = c := by
  have hder : ∀ ω ∈ Ici (0 : ℝ), HasDerivAt (fun x : ℝ => x - √(x ^ 2 + c ^ 2))
      (1 - ω / √(ω ^ 2 + c ^ 2)) ω := by
    intro ω _
    have hp : ω ^ 2 + c ^ 2 ≠ 0 := by positivity
    have h : HasDerivAt (fun x : ℝ => x ^ 2 + c ^ 2) (2 * ω) ω := by
      simp only [pow_two]
      exact (((hasDerivAt_id' ω).fun_mul (hasDerivAt_id' ω)).add_const _).congr_deriv (by ring)
    refine ((hasDerivAt_id' ω).fun_sub (h.sqrt hp)).congr_deriv ?_
    rw [mul_div_mul_left _ _ two_ne_zero]
  have hle : ∀ ω : ℝ, 0 < ω → ω ≤ √(ω ^ 2 + c ^ 2) := fun ω hω =>
    (Real.le_sqrt' hω).mpr (by nlinarith [sq_nonneg c])
  have hnn : ∀ ω ∈ Ioi (0 : ℝ), 0 ≤ 1 - ω / √(ω ^ 2 + c ^ 2) := by
    intro ω hω
    have hs : 0 < √(ω ^ 2 + c ^ 2) := Real.sqrt_pos.mpr (by positivity)
    exact sub_nonneg.mpr ((div_le_one hs).mpr (hle ω hω))
  -- the antiderivative is squeezed between `-c²/ω` and `0`
  have hlim : Tendsto (fun x : ℝ => x - √(x ^ 2 + c ^ 2)) atTop (𝓝 0) := by
    have h0 : Tendsto (fun x : ℝ => -(c ^ 2 / x)) atTop (𝓝 0) := by
      have h := (Filter.Tendsto.div_atTop (tendsto_const_nhds (x := c ^ 2))
        (tendsto_id (α := ℝ) (x := atTop))).neg
      rw [neg_zero] at h
      exact h
    refine tendsto_of_tendsto_of_tendsto_of_le_of_le' h0 tendsto_const_nhds ?_ ?_
    · filter_upwards [eventually_gt_atTop (0 : ℝ)] with x hx
      have hm : x * (c ^ 2 / x) = c ^ 2 := by field_simp
      have hb : √(x ^ 2 + c ^ 2) ≤ x + c ^ 2 / x :=
        Real.sqrt_le_iff.mpr ⟨by positivity, by nlinarith [sq_nonneg (c ^ 2 / x), sq_nonneg c]⟩
      linarith
    · filter_upwards [eventually_gt_atTop (0 : ℝ)] with x hx
      linarith [hle x hx]
  refine ⟨integrableOn_Ioi_deriv_of_nonneg' hder hnn hlim, ?_⟩
  rw [integral_Ioi_of_hasDerivAt_of_nonneg' hder hnn hlim]
  simp [Real.sqrt_sq hc.le]

/-- For positive `v` and `q` the response is integrable over positive `ω`, and its integral is `v
q`. -/
theorem integral_response {v q : ℝ} (hv : 0 < v) (hq : 0 < q) :
    IntegrableOn (response v q) (Ioi 0) ∧ ∫ ω in Ioi (0 : ℝ), response v q ω = v * q := by
  obtain ⟨hi, hval⟩ := integral_closed_form (mul_pos hv hq)
  refine ⟨hi.congr_fun (fun ω hω => (response_eq hv hq hω).symm) measurableSet_Ioi, ?_⟩
  rw [← hval]
  exact setIntegral_congr_fun measurableSet_Ioi (fun ω hω => response_eq hv hq hω)

/-- For positive `v`, `q` and `ω` the response lies between `(v q)² / (2 (ω² + (v q)²))` and `(v q)²
/ (2 ω²)`. -/
theorem response_bounds {v q ω : ℝ} (hv : 0 < v) (hq : 0 < q) (hω : 0 < ω) :
    (v * q) ^ 2 / (2 * (ω ^ 2 + (v * q) ^ 2)) ≤ response v q ω ∧
      response v q ω ≤ (v * q) ^ 2 / (2 * ω ^ 2) := by
  rw [response_eq hv hq hω]
  have hss : √(ω ^ 2 + (v * q) ^ 2) ^ 2 = ω ^ 2 + (v * q) ^ 2 := Real.sq_sqrt (by positivity)
  have hs : 0 < √(ω ^ 2 + (v * q) ^ 2) := Real.sqrt_pos.mpr (by positivity)
  generalize √(ω ^ 2 + (v * q) ^ 2) = s at hss hs ⊢
  have hc : (v * q) ^ 2 = s ^ 2 - ω ^ 2 := by linarith
  rw [← hss, hc]
  -- both differences are manifestly nonnegative
  have h1 : 1 - ω / s - (s ^ 2 - ω ^ 2) / (2 * s ^ 2) = (s - ω) ^ 2 / (2 * s ^ 2) := by
    field_simp
    ring
  have h2 : (s ^ 2 - ω ^ 2) / (2 * ω ^ 2) - (1 - ω / s)
      = (s - ω) ^ 2 * (s + 2 * ω) / (2 * ω ^ 2 * s) := by
    field_simp
    ring
  have p1 : 0 ≤ (s - ω) ^ 2 / (2 * s ^ 2) := by positivity
  have p2 : 0 ≤ (s - ω) ^ 2 * (s + 2 * ω) / (2 * ω ^ 2 * s) := by positivity
  constructor <;> linarith

/-- Dimensionless form: the angular average of `cos² t / (cos² t + u²)` is `1 - u / √(1 + u²)`
for every `u > 0`, and the integral of this function over positive `u` is `1`. -/
theorem dimensionless_response :
    (∀ u : ℝ, 0 < u → 1 / (2 * π) * ∫ t in (0 : ℝ)..2 * π, cos t ^ 2 / (cos t ^ 2 + u ^ 2)
      = 1 - u / √(1 + u ^ 2)) ∧
    ∫ u in Ioi (0 : ℝ), (1 - u / √(1 + u ^ 2)) = 1 := by
  constructor
  · intro u hu
    have h := response_eq one_pos one_pos hu
    simp only [response, one_mul, one_pow] at h
    rw [add_comm (1 : ℝ)]
    exact h
  · have h := (integral_closed_form one_pos).2
    simpa only [one_pow, add_comm] using h

end

end FermiCircleResponse
```

```lean
#print axioms FermiCircleResponse.integral_response
#print axioms FermiCircleResponse.response_bounds
#print axioms FermiCircleResponse.dimensionless_response
```

```
'FermiCircleResponse.integral_response' depends on axioms: [propext, Classical.choice, Quot.sound]
'FermiCircleResponse.response_bounds' depends on axioms: [propext, Classical.choice, Quot.sound]
'FermiCircleResponse.dimensionless_response' depends on axioms: [propext, Classical.choice, Quot.sound]
```

## From the Lean statements to the electron gas

The function `response v q ω` takes three real numbers and is defined as the angular integral divided by $2\pi$. The closed form is therefore a theorem about the average and is not part of its definition. The argument `ω` is the real number $\omega$ in the imaginary frequency $i\omega$, and the product `v * q` has the units of a frequency. The sign is the positive one explained above, so the output of a code that uses the usual convention, in which this response is negative, must have its sign reversed before comparing. Spin degeneracy and the density of states are divided out.

The theorem `response_eq` assumes that `v`, `q` and `ω` are positive and states the closed form. `integral_response` has two parts: the response is integrable on `Ioi 0`, the open half-line of positive frequencies, and its integral there is `v * q`. `response_bounds` gives both inequalities at each positive frequency. `dimensionless_response` states the angular average for every positive `u`, together with the unit integral of the closed form.

The reduction of the microscopic response to a Fermi-circle average is the physical input to the definition, and the file does not derive it. The model has a sharp, circular Fermi line, no interactions and no damping, and it keeps only the leading order at long wavelength. The full response at finite $q$ is a different function. The theorems concern exact real numbers, so the rounding error of an implementation and the convergence rate of a quadrature rule need their own analysis. The static point $\omega=0$ is excluded from the pointwise formula and does not affect the frequency integral.

## How the Lean proof follows the calculation

`cos_sq_add_pos` shows that $\cos^2t+b\sin^2t$ is positive for $b>0$. It is used with $b=a$ for the denominator inside the arctangent and with $b=a^2$ for the denominator of the derivative.

`hasDerivAt_phase` computes $\varphi_a'$. The statements `hN` and `hD'` are the derivatives of $N$ and $D$, and `key` is the identity for $N^2+D^2$, divided by $D^2$. After `field_simp` clears the fractions, `linear_combination` closes the remaining polynomial identity with a multiple of $\sin^2t+\cos^2t=1$.

In `response_eq`, the square root is replaced by a variable `s`, of which only its positivity and its square are retained. The statement `hder` says that the integrand is the derivative of $t-a\varphi_a(t)$ at every angle, including those where the cosine vanishes. Continuity makes the integrand integrable over the interval, the fundamental theorem of calculus reduces the integral to endpoint values, and `p0` and `p1` supply the phase there.

`integral_closed_form` treats the half-line for any $c>0$. Its `hder` differentiates $G$, `hnn` records that the derivative is nonnegative, and `hlim` is the squeeze between $-c^2/\omega$ and zero. From these three facts, one Mathlib theorem gives integrability and another gives the value of the integral. `integral_response` then carries both conclusions over to the angular average, which equals the closed form at every positive frequency.

In `response_bounds`, `h1` and `h2` are the two difference formulas above. The tactic `positivity` confirms that their right-hand sides are nonnegative, and `linarith` turns this into the inequalities. `dimensionless_response` follows by setting $v=q=1$ in the closed form and $c=1$ in the frequency integral.
